# The static 180° Bloch wall between two given domains of a uniaxial ferromagnet, with given plane and sense of rotation, is unique up to translation

Two neighbouring domains of a uniaxial ferromagnet are magnetised in opposite directions along the easy axis. Between them the magnetisation has to turn through 180°. Exchange favours a slow turn and anisotropy a short one. Which profiles are in equilibrium, and how many are there?

Let $t(x)$ be the angle between magnetisation and easy axis at position $x$ along the wall normal. Textbooks usually write $\theta$; here $t$ is not time. With exchange stiffness $A$ and anisotropy constant $K$, the energy per wall area is $\int (A t'^2 + K\sin^2 t)\,dx$, and its stationarity condition, the torque equation, is $A t'' = K \sin t\cos t$. This convention for $A$ and $K$ fixes the factors below.

In Lean, `IsBlochWall A K t` says that $t$ and $t'$ (`deriv t`) are differentiable on the whole line, that the torque equation holds everywhere, and that $t\to 0$ at $-\infty$ (`atBot`) and $t\to\pi$ at $+\infty$ (`atTop`). The limit $\pi$ also fixes the sense of rotation: a wall ending at $-\pi$ is not counted. The step from a real magnet to this model is assumed: the magnetisation has constant length, depends on $x$ alone and turns in the plane of the wall, which contains the easy axis. It then has no component along $x$ and no volume charges. The sample is taken as unbounded in all directions, so there are no surface charges either, and the energy contains no stray-field term. No external field acts.

```lean
import Mathlib

open Real Filter Topology

namespace BlochWallUniqueness

noncomputable section

/-- A Bloch wall with exchange stiffness `A` and anisotropy `K`: a twice differentiable angle `t`
with `A t'' = K sin t cos t` that tends to `0` at minus infinity and to `π` at plus infinity. -/
structure IsBlochWall (A K : ℝ) (t : ℝ → ℝ) : Prop where
  diff : Differentiable ℝ t
  slope_diff : Differentiable ℝ (deriv t)
  torque : ∀ x, A * deriv (deriv t) x = K * sin (t x) * cos (t x)
  limit_left : Tendsto t atBot (𝓝 0)
  limit_right : Tendsto t atTop (𝓝 π)
```

The candidate is `wallProfile c x₀`, written $\theta$ below, with centre $x_0$ and inverse width $c$. At this stage $c$ may be any real number.

```lean
/-- The angle profile `2 arctan(exp((x - x₀) c))` with centre `x₀` and inverse width `c`. -/
def wallProfile (c x₀ x : ℝ) : ℝ := 2 * arctan (exp ((x - x₀) * c))
```

## (a) A first-order equation for the candidate

**Task.** Show that the candidate satisfies $\theta' = c\sin\theta$.

**Solution.** Put $y = e^{(x-x_0)c}$, so that $\theta = 2\arctan y$ and $y' = cy$. The chain rule gives $\theta' = 2cy/(1+y^2)$. On the other side,
$$\sin(2\arctan y) = 2\cdot\frac{y}{\sqrt{1+y^2}}\cdot\frac{1}{\sqrt{1+y^2}} = \frac{2y}{1+y^2}.$$
In the code `hs` is this sine identity, and `HasDerivAt` states differentiability together with the value of the derivative.

```lean
/-- The explicit profile `θ` solves the first-order equation `θ' = c sin θ`. -/
theorem wallProfile_hasDerivAt (c x₀ x : ℝ) :
    HasDerivAt (wallProfile c x₀) (c * sin (wallProfile c x₀ x)) x := by
  have hs : ∀ y : ℝ, sin (2 * arctan y) = 2 * y / (1 + y ^ 2) := by
    intro y
    have h : √(1 + y ^ 2) ^ 2 = 1 + y ^ 2 := Real.sq_sqrt (by positivity)
    rw [Real.sin_two_mul, Real.sin_arctan, Real.cos_arctan]
    calc 2 * (y / √(1 + y ^ 2)) * (1 / √(1 + y ^ 2))
        = 2 * y / √(1 + y ^ 2) ^ 2 := by ring
      _ = 2 * y / (1 + y ^ 2) := by rw [h]
  have h := ((((hasDerivAt_id' x).sub_const x₀).mul_const c).exp.arctan).const_mul 2
  refine h.congr_deriv ?_
  rw [wallProfile, hs]
  ring
```

## (b) Functions that cannot leave zero

**Task.** Let $d$ be differentiable with $|d'|\le M|d|$ everywhere and $d(x_0)=0$. Show that $d(x)=0$ for all $x$.

**Solution.** The bound gives $|2dd'|\le 2Md^2$, hence
$$(d^2e^{2Mx})' = (2dd'+2Md^2)e^{2Mx}\ge 0,\qquad (d^2e^{-2Mx})' = (2dd'-2Md^2)e^{-2Mx}\le 0.$$
For $x\le x_0$ the first function is at most its value at $x_0$, which is zero. For $x\ge x_0$ the second one is. A square times a positive exponential that is at most zero forces $d(x)=0$. These monotonicity statements are `up` and `down`, and `fin` draws the conclusion.

```lean
/-- A differentiable function whose rate of change is bounded by a constant times its own size
vanishes everywhere if it vanishes at one point. -/
theorem eq_zero_of_rate_bound {d d' : ℝ → ℝ} {M x₀ : ℝ}
    (hd : ∀ x, HasDerivAt d (d' x) x) (hb : ∀ x, |d' x| ≤ M * |d x|)
    (h0 : d x₀ = 0) (x : ℝ) : d x = 0 := by
  have key : ∀ y, |d y * d' y| ≤ M * (d y * d y) := by
    intro y
    calc |d y * d' y| = |d y| * |d' y| := abs_mul _ _
      _ ≤ |d y| * (M * |d y|) := mul_le_mul_of_nonneg_left (hb y) (abs_nonneg _)
      _ = M * (|d y| * |d y|) := by ring
      _ = M * (d y * d y) := by rw [abs_mul_abs_self]
  have der : ∀ a y, HasDerivAt (fun z => d z * d z * exp (a * z))
      ((2 * (d y * d' y) + a * (d y * d y)) * exp (a * y)) y := by
    intro a y
    have h2 := ((hasDerivAt_id' y).const_mul a).exp
    refine (((hd y).fun_mul (hd y)).fun_mul h2).congr_deriv ?_
    ring
  -- the weighted square grows with one exponential weight and decays with the other
  have up : Monotone (fun z => d z * d z * exp (2 * M * z)) :=
    monotone_of_deriv_nonneg (fun y => (der (2 * M) y).differentiableAt) (fun y => by
      rw [(der (2 * M) y).deriv]
      exact mul_nonneg (by linarith [(abs_le.mp (key y)).1]) (exp_pos _).le)
  have down : Antitone (fun z => d z * d z * exp (-(2 * M) * z)) :=
    antitone_of_deriv_nonpos (fun y => (der (-(2 * M)) y).differentiableAt) (fun y => by
      rw [(der (-(2 * M)) y).deriv]
      exact mul_nonpos_iff.mpr
        (Or.inr ⟨by linarith [(abs_le.mp (key y)).2], (exp_pos _).le⟩))
  have fin : ∀ a, d x * d x * exp (a * x) ≤ d x₀ * d x₀ * exp (a * x₀) → d x = 0 := by
    intro a h
    simp only [h0, zero_mul] at h
    by_contra hn
    exact absurd h (not_le_of_gt (mul_pos (mul_self_pos.mpr hn) (exp_pos _)))
  rcases le_total x x₀ with h | h
  · exact fin _ (up h)
  · exact fin _ (down h)
```

## (c) Local balance of exchange and anisotropy

**Task.** Show that every wall satisfies $A t'^2 = K\sin^2 t$ at each point.

**Solution.** Let $E = At'^2 - K\sin^2 t$. Then $E' = 2t'(At''-K\sin t\cos t)=0$, so $E$ is constant.

Its value comes from the far left, but $t\to0$ alone does not give $t'\to0$. The mean value theorem on $[y,y+1]$ supplies a point $\xi(y)<y+1$ with $t'(\xi(y)) = t(y+1)-t(y)$. As $y\to-\infty$, this slope tends to zero, $\xi(y)\to-\infty$ and $\sin t(\xi(y))\to0$. Hence $E=0$.

In the code `hE` is the constancy, `mv` supplies the points, and uniqueness of limits finishes.

```lean
/-- In a Bloch wall the exchange and anisotropy terms balance at every point:
`A t'² = K sin² t`. -/
theorem exchange_eq_anisotropy {A K : ℝ} {t : ℝ → ℝ} (h : IsBlochWall A K t) (x : ℝ) :
    A * deriv t x ^ 2 = K * sin (t x) ^ 2 := by
  have hder : ∀ y, HasDerivAt
      (fun z => A * (deriv t z * deriv t z) - K * (sin (t z) * sin (t z))) 0 y := by
    intro y
    have h1 := (h.slope_diff y).hasDerivAt
    have h2 := (h.diff y).hasDerivAt.sin
    refine (((h1.fun_mul h1).const_mul A).fun_sub
      ((h2.fun_mul h2).const_mul K)).congr_deriv ?_
    linear_combination 2 * deriv t y * h.torque y
  have hE : ∀ y z, A * (deriv t y * deriv t y) - K * (sin (t y) * sin (t y))
      = A * (deriv t z * deriv t z) - K * (sin (t z) * sin (t z)) :=
    is_const_of_deriv_eq_zero (fun y => (hder y).differentiableAt) (fun y => (hder y).deriv)
  -- points running to minus infinity at which the slope tends to zero
  have mv : ∀ y, ∃ z, z < y + 1 ∧ deriv t z = t (y + 1) - t y := by
    intro y
    obtain ⟨z, hz, e⟩ := exists_deriv_eq_slope t (show y < y + 1 by linarith)
      h.diff.continuous.continuousOn h.diff.differentiableOn
    exact ⟨z, hz.2, by rw [e, add_sub_cancel_left, div_one]⟩
  choose ξ h2 h3 using mv
  have shift : Tendsto (fun y : ℝ => y + 1) atBot atBot :=
    tendsto_atBot_add_const_right atBot 1 tendsto_id
  have hξ : Tendsto ξ atBot atBot := tendsto_atBot_mono (fun y => (h2 y).le) shift
  have hp : Tendsto (fun y => deriv t (ξ y)) atBot (𝓝 0) := by
    simp only [h3]
    have q := (h.limit_left.comp shift).sub h.limit_left
    rw [sub_zero] at q
    exact q
  have hs : Tendsto (fun y => sin (t (ξ y))) atBot (𝓝 0) := by
    have q := (Real.continuous_sin.tendsto 0).comp (h.limit_left.comp hξ)
    rw [Real.sin_zero] at q
    exact q
  have lim := ((hp.mul hp).const_mul A).sub ((hs.mul hs).const_mul K)
  have e := tendsto_nhds_unique (lim.congr (fun y => hE (ξ y) x)) tendsto_const_nhds
  linear_combination -e
```

## (d) The slope with a definite sign

**Task.** Let $A>0$ and $t(x_0)=\pi/2$. Show that $t'(x) = t'(x_0)\sin t(x)$ for all $x$.

**Solution.** Taking the square root in (c) leaves the sign free at each $x$, and assuming a common sign at once would leave a gap. Instead, set $c=t'(x_0)$. Part (c) at $x_0$ reads $Ac^2=K$, so $t''=c^2\sin t\cos t$. For $u=t'-c\sin t$,
$$u' = c^2\sin t\cos t - c\cos t\;t' = -c\cos(t)\,u.$$
Thus $|u'|\le|c||u|$, and $u(x_0)=c-c=0$. Part (b) with $M=|c|$ gives $u=0$.

```lean
/-- If a Bloch wall with `A > 0` has angle `π/2` at `x₀`, its slope everywhere is the slope
at `x₀` times `sin t`. -/
theorem slope_eq {A K x₀ : ℝ} {t : ℝ → ℝ} (hA : 0 < A) (h : IsBlochWall A K t)
    (hx : t x₀ = π / 2) (x : ℝ) : deriv t x = deriv t x₀ * sin (t x) := by
  have hc := exchange_eq_anisotropy h x₀
  rw [hx, Real.sin_pi_div_two, one_pow, mul_one] at hc
  set c := deriv t x₀ with hcdef
  -- the mismatch `t' - c sin t` obeys a linear homogeneous equation
  have hu := eq_zero_of_rate_bound (d := fun y => deriv t y - c * sin (t y))
    (d' := fun y => -(c * cos (t y)) * (deriv t y - c * sin (t y))) (M := |c|) (x₀ := x₀)
    (fun y => by
      have e : deriv (deriv t) y = c ^ 2 * (sin (t y) * cos (t y)) :=
        mul_left_cancel₀ hA.ne'
          (by linear_combination h.torque y - sin (t y) * cos (t y) * hc)
      refine ((h.slope_diff y).hasDerivAt.fun_sub
        ((h.diff y).hasDerivAt.sin.const_mul c)).congr_deriv ?_
      linear_combination e)
    (fun y => by
      simp only [abs_mul, abs_neg]
      exact mul_le_mul_of_nonneg_right
        (mul_le_of_le_one_right (abs_nonneg _) (Real.abs_cos_le_one _)) (abs_nonneg _))
    (by simp only [hx, Real.sin_pi_div_two, mul_one, ← hcdef, sub_self]) x
  exact sub_eq_zero.mp hu
```

## (e) The candidate as a wall

**Task.** For $A,K>0$, show that $\theta$ with $c=\sqrt{K/A}$ is a Bloch wall for every $x_0$, in particular that $A\theta''=K\sin\theta\cos\theta$.

**Solution.** Differentiating (a) gives $\theta''=c\cos\theta\,\theta'=c^2\sin\theta\cos\theta$, and $Ac^2=K$. Since $c>0$, the exponential tends to $0$ on the left and to $+\infty$ on the right, so $\theta$ tends to $0$ and to $2\cdot\pi/2=\pi$. The four goals after `refine` are differentiability of the slope, the torque equation and the two limits.

```lean
/-- For `A, K > 0` the explicit profile with inverse width `√(K/A)` is a Bloch wall,
wherever its centre lies. -/
theorem wallProfile_isBlochWall {A K : ℝ} (hA : 0 < A) (hK : 0 < K) (x₀ : ℝ) :
    IsBlochWall A K (wallProfile √(K / A) x₀) := by
  have hc : 0 < √(K / A) := Real.sqrt_pos.mpr (div_pos hK hA)
  have hsq : A * √(K / A) ^ 2 = K := by
    rw [Real.sq_sqrt (div_pos hK hA).le, mul_div_cancel₀ K hA.ne']
  set c := √(K / A)
  have hd := wallProfile_hasDerivAt c x₀
  have hf : deriv (wallProfile c x₀) = fun x => c * sin (wallProfile c x₀ x) :=
    funext fun x => (hd x).deriv
  have hdd := fun x => (hd x).sin.const_mul c
  refine ⟨fun x => (hd x).differentiableAt, ?_, ?_, ?_, ?_⟩
  · rw [hf]
    exact fun x => (hdd x).differentiableAt
  · intro x
    rw [hf, (hdd x).deriv]
    linear_combination sin (wallProfile c x₀ x) * cos (wallProfile c x₀ x) * hsq
  · have l : Tendsto (fun x : ℝ => (x - x₀) * c) atBot atBot := by
      simp only [sub_eq_add_neg]
      exact (tendsto_atBot_add_const_right atBot (-x₀) tendsto_id).atBot_mul_const hc
    have q := ((Real.continuous_arctan.tendsto 0).comp
      (Real.tendsto_exp_atBot.comp l)).const_mul 2
    rw [Real.arctan_zero, mul_zero] at q
    exact q
  · have l : Tendsto (fun x : ℝ => (x - x₀) * c) atTop atTop := by
      simp only [sub_eq_add_neg]
      exact (tendsto_atTop_add_const_right atTop (-x₀) tendsto_id).atTop_mul_const hc
    have q := ((tendsto_nhds_of_tendsto_nhdsWithin Real.tendsto_arctan_atTop).comp
      (Real.tendsto_exp_atTop.comp l)).const_mul 2
    rw [show 2 * (π / 2) = π by ring] at q
    exact q
```

## (f) All walls

**Task.** For $A,K>0$, show that $t$ is a Bloch wall exactly when, for some real $x_0$,
$$t(x)=2\arctan\!\big(e^{(x-x_0)\sqrt{K/A}}\big)\quad\text{for all }x.$$

**Solution.** Part (e) is one direction. For the other, $t$ lies below $\pi/2$ somewhere and above it elsewhere, so by continuity $t(x_0)=\pi/2$ for some $x_0$. With $c=t'(x_0)$, part (d) gives $t'=c\sin t$. The candidate $\theta$ with the same $c$ and $x_0$ obeys the same equation, and $\theta(x_0)=2\arctan1=\pi/2$. Let $d=t-\theta$. Because $|\sin a-\sin b|\le|a-b|$ for all real $a,b$ (`lip`),
$$|d'|=|c||\sin t-\sin\theta|\le|c||d|,$$
and (b) gives $t=\theta$.

If $c\le0$, then $\theta\le\pi/2$ for all $x\ge x_0$, against the limit $\pi$. So $c>0$ (`hpos`), and $Ac^2=K$ yields $c=\sqrt{K/A}$.

```lean
/-- For `A, K > 0` the Bloch walls are exactly the profiles
`t(x) = 2 arctan(exp((x - x₀) √(K/A)))` with a real centre `x₀`. -/
theorem isBlochWall_iff {A K : ℝ} (hA : 0 < A) (hK : 0 < K) (t : ℝ → ℝ) :
    IsBlochWall A K t ↔ ∃ x₀, ∀ x, t x = 2 * arctan (exp ((x - x₀) * √(K / A))) := by
  constructor
  swap
  · rintro ⟨x₀, hx⟩
    rw [show t = wallProfile √(K / A) x₀ from funext hx]
    exact wallProfile_isBlochWall hA hK x₀
  intro h
  -- the wall centre, where the angle is `π/2`
  obtain ⟨a, ha⟩ := (h.limit_left.eventually_lt_const Real.pi_div_two_pos).exists
  have hpi : π / 2 < π := by linarith [Real.pi_pos]
  obtain ⟨b, hb⟩ := (h.limit_right.eventually_const_lt hpi).exists
  obtain ⟨x₀, hx⟩ := mem_range_of_exists_le_of_exists_ge h.diff.continuous
    ⟨a, ha.le⟩ ⟨b, hb.le⟩
  have hc := exchange_eq_anisotropy h x₀
  rw [hx, Real.sin_pi_div_two, one_pow, mul_one] at hc
  have hs := slope_eq hA h hx
  set c := deriv t x₀
  have lip : ∀ u v : ℝ, |sin u - sin v| ≤ |u - v| := by
    intro u v
    have q := Convex.norm_image_sub_le_of_norm_deriv_le (f := Real.sin) (C := 1)
      (s := Set.univ) (x := v) (y := u) (fun y _ => Real.differentiable_sin y)
      (fun y _ => by rw [Real.deriv_sin]; exact Real.abs_cos_le_one y)
      convex_univ trivial trivial
    rw [one_mul] at q
    exact q
  -- `t` and the explicit profile solve the same first-order problem
  have ht : ∀ x, t x = wallProfile c x₀ x := fun x => sub_eq_zero.mp <|
    eq_zero_of_rate_bound (d := fun y => t y - wallProfile c x₀ y)
      (d' := fun y => c * (sin (t y) - sin (wallProfile c x₀ y))) (M := |c|) (x₀ := x₀)
      (fun y => by
        refine ((h.diff y).hasDerivAt.fun_sub (wallProfile_hasDerivAt c x₀ y)).congr_deriv ?_
        linear_combination hs y)
      (fun y => by
        simp only [abs_mul]
        exact mul_le_mul_of_nonneg_left (lip _ _) (abs_nonneg _))
      (by
        simp only [hx, wallProfile, sub_self, zero_mul, Real.exp_zero, Real.arctan_one]
        ring) x
  -- the limit `π` on the right selects the rising profile
  have hpos : 0 < c := by
    by_contra hn
    obtain ⟨y, hy, hyx⟩ := ((h.limit_right.eventually_const_lt hpi).and
      (eventually_ge_atTop x₀)).exists
    have h1 : exp ((y - x₀) * c) ≤ 1 := Real.exp_le_one_iff.mpr
      (mul_nonpos_iff.mpr (Or.inl ⟨sub_nonneg.mpr hyx, not_lt.mp hn⟩))
    have h2 := Real.arctan_strictMono.monotone h1
    rw [Real.arctan_one] at h2
    rw [ht y, wallProfile] at hy
    linarith
  have hw : √(K / A) = c := by
    rw [(div_eq_iff hA.ne').mpr (show K = c ^ 2 * A by linear_combination -hc),
      Real.sqrt_sq hpos.le]
  exact ⟨x₀, fun x => by rw [hw]; exact ht x⟩
```

Without the right-hand limit the statement fails: the uniform domain $t=0$ meets all the other conditions and is none of these profiles.

In micromagnetic simulation the formula is a reference for a relaxed wall, provided that only exchange and the anisotropy $K\sin^2 t$ act, the magnetisation varies along one axis, and the cells are small and the sample long compared with $\sqrt{A/K}$.

## (g) Two walls in one material

**Task.** For $A,K>0$ and two walls $t_1,t_2$, find a shift $a$ with $t_2(x)=t_1(x-a)$ for all $x$.

**Solution.** By (f) the walls have centres $x_1$ and $x_2$. Take $a=x_2-x_1$. Then $(x-a)-x_1=x-x_2$, so the two exponents agree. Both walls turn from $0$ to $\pi$, as `IsBlochWall` demands. The wall $-t_1$ with the opposite sense of rotation has the same energy but is not a translate of $t_1$.

```lean
/-- For `A, K > 0` any two Bloch walls of the same material differ only by a translation. -/
theorem walls_differ_by_translation {A K : ℝ} (hA : 0 < A) (hK : 0 < K) {t₁ t₂ : ℝ → ℝ}
    (h₁ : IsBlochWall A K t₁) (h₂ : IsBlochWall A K t₂) :
    ∃ a, ∀ x, t₂ x = t₁ (x - a) := by
  obtain ⟨x₁, e₁⟩ := (isBlochWall_iff hA hK t₁).mp h₁
  obtain ⟨x₂, e₂⟩ := (isBlochWall_iff hA hK t₂).mp h₂
  refine ⟨x₂ - x₁, fun x => ?_⟩
  rw [e₁, e₂, show x - (x₂ - x₁) - x₁ = x - x₂ by ring]

end

end BlochWallUniqueness
```

```lean
#print axioms BlochWallUniqueness.wallProfile_isBlochWall
-- 'BlochWallUniqueness.wallProfile_isBlochWall' depends on axioms: [propext, Classical.choice, Quot.sound]
#print axioms BlochWallUniqueness.walls_differ_by_translation
-- 'BlochWallUniqueness.walls_differ_by_translation' depends on axioms: [propext, Classical.choice, Quot.sound]
```
